# In a constant potential below $2c^2$, ZORA gives a moving electron's exact kinetic energy only if the potential cancels it

In atomic units, let $c$ be the speed of light, $p$ the momentum of an electron and $v$ a constant potential energy, with the rest energy $c^2$ subtracted from total energies. The exact Dirac kinetic energy is $T=\sqrt{c^4+c^2p^2}-c^2$, and the zeroth-order regular approximation (ZORA) replaces it by $K(v)=c^2p^2/(2c^2-v)$ for $v<2c^2$.

```lean
import Mathlib

open Matrix

namespace ZoraGaugeError

noncomputable section

/-- The Dirac Hamiltonian at momentum `p` in a constant potential `v`, acting on the upper and
lower components, with the rest energy subtracted. -/
def diracMatrix (c p v : ℝ) : Matrix (Fin 2) (Fin 2) ℝ :=
  !![v, c * p; c * p, v - 2 * c ^ 2]

/-- The exact relativistic kinetic energy `T` at momentum `p`. -/
def diracKinetic (c p : ℝ) : ℝ := √(c ^ 4 + c ^ 2 * p ^ 2) - c ^ 2

/-- The ZORA kinetic energy at momentum `p` in a constant potential `v`, for `v < 2c²`. -/
def zoraKinetic (c p v : ℝ) : ℝ := c ^ 2 * p ^ 2 / (2 * c ^ 2 - v)

/-- The two component equations of the Dirac Hamiltonian acting on a state with upper
component 1 and lower component `χ`. -/
theorem dirac_components (c p v χ a b : ℝ) :
    diracMatrix c p v *ᵥ ![1, χ] = ![a, b] ↔
      v + c * p * χ = a ∧ c * p + (v - 2 * c ^ 2) * χ = b := by
  have h : diracMatrix c p v *ᵥ ![1, χ] =
      ![v + c * p * χ, c * p + (v - 2 * c ^ 2) * χ] := by
    ext i
    fin_cases i <;> simp [diracMatrix, Matrix.mulVec, dotProduct, Fin.sum_univ_two]
  rw [h]
  constructor
  · intro h
    exact ⟨congrFun h 0, congrFun h 1⟩
  · rintro ⟨h0, h1⟩
    rw [h0, h1]

/-- The relativistic energy-momentum relation `T (T + 2c²) = c²p²`. -/
theorem diracKinetic_mul (c p : ℝ) :
    diracKinetic c p * (diracKinetic c p + 2 * c ^ 2) = c ^ 2 * p ^ 2 := by
  have h := Real.sq_sqrt (show 0 ≤ c ^ 4 + c ^ 2 * p ^ 2 by positivity)
  unfold diracKinetic
  linear_combination h

/-- Above `v - 2c²`, the Dirac equation has a solution with upper component 1 exactly at the
energy `E = v + T`. -/
theorem dirac_energy {c p v E : ℝ} (hE : v - 2 * c ^ 2 < E) :
    (∃ χ : ℝ, diracMatrix c p v *ᵥ ![1, χ] = E • ![1, χ]) ↔ E = v + diracKinetic c p := by
  have hsmul : ∀ χ : ℝ, E • ![1, χ] = ![E, E * χ] := by
    intro χ
    simp
  simp only [hsmul, dirac_components]
  constructor
  · rintro ⟨χ, h1, h2⟩
    -- eliminate the lower component
    have hprod : (E - v) * (E - v + 2 * c ^ 2) = c ^ 2 * p ^ 2 := by
      linear_combination -(E - v + 2 * c ^ 2) * h1 - c * p * h2
    have ht : 0 ≤ E - v := by
      by_contra hn
      have h3 := mul_neg_of_neg_of_pos (not_le.mp hn)
        (show 0 < E - v + 2 * c ^ 2 by linarith)
      have h4 : 0 ≤ c ^ 2 * p ^ 2 := by positivity
      linarith
    have hs : √(c ^ 4 + c ^ 2 * p ^ 2) = E - v + c ^ 2 := by
      rw [show c ^ 4 + c ^ 2 * p ^ 2 = (E - v + c ^ 2) ^ 2 by linear_combination -hprod]
      exact Real.sqrt_sq (add_nonneg ht (sq_nonneg c))
    unfold diracKinetic
    linarith
  · intro h
    have hT := diracKinetic_mul c p
    rw [show diracKinetic c p = E - v by linarith] at hT
    have hs : E - v + 2 * c ^ 2 ≠ 0 := by linarith
    have h3 : c * p / (E - v + 2 * c ^ 2) * (E - v + 2 * c ^ 2) = c * p :=
      div_mul_cancel₀ _ hs
    have h4 : c * p * (c * p / (E - v + 2 * c ^ 2)) = E - v := by
      rw [← mul_div_assoc, div_eq_iff hs]
      linear_combination -hT
    exact ⟨c * p / (E - v + 2 * c ^ 2), by linarith, by linear_combination -h3⟩

/-- For `v < 2c²`, neglecting the energy in the lower component of the Dirac equation gives
exactly the energy `v` plus the ZORA kinetic energy. -/
theorem zora_energy {c p v E : ℝ} (hv : v < 2 * c ^ 2) :
    (∃ χ : ℝ, diracMatrix c p v *ᵥ ![1, χ] = ![E, 0]) ↔ E = v + zoraKinetic c p v := by
  have hne : 2 * c ^ 2 - v ≠ 0 := (sub_pos.mpr hv).ne'
  simp only [dirac_components]
  constructor
  · rintro ⟨χ, h1, h2⟩
    have h3 : zoraKinetic c p v = c * p * χ := by
      unfold zoraKinetic
      rw [div_eq_iff hne]
      linear_combination c * p * h2
    linarith
  · intro h
    have h3 : c * p / (2 * c ^ 2 - v) * (2 * c ^ 2 - v) = c * p := div_mul_cancel₀ _ hne
    refine ⟨c * p / (2 * c ^ 2 - v), ?_, by linear_combination -h3⟩
    rw [h]
    unfold zoraKinetic
    ring

/-- For `v < 2c²`, the error of the ZORA kinetic energy is the exact total energy `v + T`
times `T / (2c² - v)`. -/
theorem zora_error {c p v : ℝ} (hv : v < 2 * c ^ 2) :
    zoraKinetic c p v - diracKinetic c p =
      diracKinetic c p / (2 * c ^ 2 - v) * (v + diracKinetic c p) := by
  have hne : 2 * c ^ 2 - v ≠ 0 := (sub_pos.mpr hv).ne'
  unfold zoraKinetic
  rw [← diracKinetic_mul c p, div_mul_eq_mul_div, eq_div_iff hne, sub_mul,
    div_mul_cancel₀ _ hne]
  ring

/-- For `c, p > 0` and constant potentials `v < 2c²`, the ZORA kinetic energy strictly increases
with `v`, and it is above, equal to or below the exact `T` exactly when `v` is above, equal to
or below `-T`. -/
theorem zora_gauge_error {c p : ℝ} (hc : 0 < c) (hp : 0 < p) :
    StrictMonoOn (zoraKinetic c p) (Set.Iio (2 * c ^ 2)) ∧
    ∀ v < 2 * c ^ 2,
      (diracKinetic c p < zoraKinetic c p v ↔ -diracKinetic c p < v) ∧
      (zoraKinetic c p v = diracKinetic c p ↔ v = -diracKinetic c p) ∧
      (zoraKinetic c p v < diracKinetic c p ↔ v < -diracKinetic c p) := by
  have hcp : 0 < c ^ 2 * p ^ 2 := by positivity
  constructor
  · intro a _ b hb hab
    have hb' : b < 2 * c ^ 2 := hb
    unfold zoraKinetic
    exact div_lt_div_of_pos_left hcp (by linarith) (by linarith)
  · intro v hv
    have hT : 0 < diracKinetic c p := by
      have h : c ^ 2 < √(c ^ 4 + c ^ 2 * p ^ 2) :=
        Real.lt_sqrt_of_sq_lt (by nlinarith)
      unfold diracKinetic
      linarith
    -- the error is a positive factor times the total energy
    have herr := zora_error (p := p) hv
    have hf : 0 < diracKinetic c p / (2 * c ^ 2 - v) := div_pos hT (sub_pos.mpr hv)
    generalize diracKinetic c p / (2 * c ^ 2 - v) = f at herr hf
    refine ⟨⟨fun h => ?_, fun h => ?_⟩, ⟨fun h => ?_, fun h => ?_⟩,
      ⟨fun h => ?_, fun h => ?_⟩⟩
    · by_contra hn
      have := mul_nonneg hf.le (show 0 ≤ -(v + diracKinetic c p) by linarith)
      linarith
    · have := mul_pos hf (show 0 < v + diracKinetic c p by linarith)
      linarith
    · rw [h, sub_self] at herr
      have := (mul_eq_zero.mp herr.symm).resolve_left hf.ne'
      linarith
    · rw [show v + diracKinetic c p = 0 by linarith, mul_zero] at herr
      linarith
    · by_contra hn
      have := mul_nonneg hf.le (show 0 ≤ v + diracKinetic c p by linarith)
      linarith
    · have := mul_pos hf (show 0 < -(v + diracKinetic c p) by linarith)
      linarith

/-- For `c, p > 0`, every positive number `K` is the ZORA kinetic energy at momentum `p` for
exactly one constant potential `v < 2c²`. -/
theorem zora_any_value {c p K : ℝ} (hc : 0 < c) (hp : 0 < p) (hK : 0 < K) :
    ∃! v : ℝ, v < 2 * c ^ 2 ∧ zoraKinetic c p v = K := by
  have hpos : 0 < c ^ 2 * p ^ 2 / K := by positivity
  refine ⟨2 * c ^ 2 - c ^ 2 * p ^ 2 / K, ⟨by linarith, ?_⟩, ?_⟩
  · unfold zoraKinetic
    rw [sub_sub_cancel]
    field_simp
  · rintro w ⟨hw, h⟩
    unfold zoraKinetic at h
    rw [div_eq_iff (sub_pos.mpr hw).ne'] at h
    rw [h, mul_div_cancel_left₀ _ hK.ne']
    ring

/-- For `c > 0`, a constant potential `v < 2c²` makes the ZORA kinetic energy exact for at most
one positive momentum. -/
theorem zora_exact_one_momentum {c p q v : ℝ} (hc : 0 < c) (hp : 0 < p) (hq : 0 < q)
    (hv : v < 2 * c ^ 2) (h₁ : zoraKinetic c p v = diracKinetic c p)
    (h₂ : zoraKinetic c q v = diracKinetic c q) : p = q := by
  have e₁ := ((zora_gauge_error hc hp).2 v hv).2.1.mp h₁
  have e₂ := ((zora_gauge_error hc hq).2 v hv).2.1.mp h₂
  have hT : diracKinetic c p = diracKinetic c q := by linarith
  -- equal kinetic energies force equal momenta
  have h : c ^ 2 * p ^ 2 = c ^ 2 * q ^ 2 := by
    rw [← diracKinetic_mul c p, ← diracKinetic_mul c q, hT]
  exact (sq_eq_sq₀ hp.le hq.le).mp (mul_left_cancel₀ (pow_ne_zero 2 hc.ne') h)

end

end ZoraGaugeError
```

```lean
#print axioms ZoraGaugeError.dirac_energy
#print axioms ZoraGaugeError.zora_energy
#print axioms ZoraGaugeError.zora_any_value
#print axioms ZoraGaugeError.zora_exact_one_momentum
```

```
'ZoraGaugeError.dirac_energy' depends on axioms: [propext, Classical.choice, Quot.sound]
'ZoraGaugeError.zora_energy' depends on axioms: [propext, Classical.choice, Quot.sound]
'ZoraGaugeError.zora_any_value' depends on axioms: [propext, Classical.choice, Quot.sound]
'ZoraGaugeError.zora_exact_one_momentum' depends on axioms: [propext, Classical.choice, Quot.sound]
```

## The sign of the error

`diracKinetic c p` is $T$ and `zoraKinetic c p v` is $K(v)$. For $c,p>0$, the theorem `zora_gauge_error` makes two statements. First, $K$ is strictly increasing on the half-line $v<2c^2$, written `StrictMonoOn` on `Set.Iio (2 * c ^ 2)`. Second, for each such $v$,

$$K(v)>T \iff v>-T,\qquad K(v)=T \iff v=-T,\qquad K(v)<T \iff v<-T.$$

Two further theorems measure how far the choice of $v$ matters. By `zora_any_value`, every positive number is $K(v)$ for exactly one $v<2c^2$, so the error $K(v)-T$ can take any value above $-T$. By `zora_exact_one_momentum`, a given $v<2c^2$ makes ZORA exact for at most one positive momentum, so no constant shift of the potential repairs two momenta at once.

## From the Dirac matrix to the two kinetic energies

At fixed momentum and helicity, the Dirac Hamiltonian couples one upper and one lower component:

$$H=\begin{pmatrix} v & cp\\ cp & v-2c^2\end{pmatrix}.$$

This is `diracMatrix`. The code writes a state as $(1,\chi)$, with $\chi$ the lower component; the normalised state is $(1,\chi)/\sqrt{1+\chi^2}$, and the rescaling leaves the energies unchanged.

The eigenvalue equation $H(1,\chi)=E(1,\chi)$ reads

$$v+cp\,\chi=E,\qquad cp+(v-2c^2)\chi=E\chi .$$

The second equation gives $\chi=cp/(E-v+2c^2)$, and the first then becomes $(E-v)(E-v+2c^2)=c^2p^2$. The condition $E>v-2c^2$ selects the electronic branch: the second factor is positive, so $E-v\ge 0$. Completing the square gives $(E-v+c^2)^2=c^4+c^2p^2$, hence $E=v+T$. This is `dirac_energy`, which also supplies $\chi$ for the converse.

ZORA neglects $E$ in the lower equation, leaving $cp+(v-2c^2)\chi=0$. Then $\chi=cp/(2c^2-v)$ and $E=v+cp\,\chi=v+K(v)$. In `zora_energy` this step is the right-hand side `![E, 0]`, where the exact equation has `E • ![1, χ]`.

A constant added to the potential shifts the exact energy $v+T$ by that constant and leaves $T$ alone, whereas $K(v)$ changes if $p\neq0$. This is the gauge error of ZORA, here for a single electron in a uniform potential. Potentials that vary in space, with their spin-orbit coupling, and scaled variants of ZORA are not treated here.

The assumption $v<2c^2$ keeps the ZORA denominator positive. At $p=0$ both kinetic energies vanish for every $v$, so the strict increase and the comparison need $p\neq0$.

## Why the total energy decides

The definition of $T$ gives $(T+c^2)^2=c^4+c^2p^2$, that is,

$$T(T+2c^2)=c^2p^2 .$$

This is `diracKinetic_mul`. Inserting it into the numerator of $K$,

$$K(v)-T=\frac{T(T+2c^2)-T(2c^2-v)}{2c^2-v}=\frac{T}{2c^2-v}\,(v+T),$$

which is `zora_error`. For $c,p>0$ the square root exceeds $c^2$, so $T>0$ and the prefactor is positive. The error therefore has the sign of the exact total energy $v+T$, and the three equivalences follow. For the monotonicity, $a<b<2c^2$ gives $0<2c^2-b<2c^2-a$, and a positive numerator over the smaller denominator is larger; `div_lt_div_of_pos_left` is this step.

In the Lean proofs, `dirac_components` splits the vector equation into its two scalar equations, and `linear_combination` performs the eliminations by checking that the stated multiples of the equations add up to the desired one.

For `zora_any_value`, let $K>0$ now be a prescribed number. Setting $c^2p^2/(2c^2-v)$ equal to it gives the only candidate, $v=2c^2-c^2p^2/K$, which lies below $2c^2$ because $K>0$. For `zora_exact_one_momentum`, exactness at momenta $p$ and $q$ means that $v=-T$ at both, so the two exact kinetic energies agree. By $T(T+2c^2)=c^2p^2$ and its analogue for $q$, $c^2p^2=c^2q^2$, and positivity gives $p=q$.

## Forgetting the prefactor with `generalize`

The three-way comparison needs only one property of $T/(2c^2-v)$, its positivity. The proof first records the error formula as `herr` and the positivity as `hf`. Then

`generalize diracKinetic c p / (2 * c ^ 2 - v) = f at herr hf`

replaces the quotient by a new variable $f$ in both. What remains is $K(v)-T=f\,(v+T)$ with $f>0$, and no denominator. Each inequality then takes one sign rule for products, `mul_pos` or `mul_nonneg`, after which `linarith` finishes by linear arithmetic, treating products such as $f\,v$ as single unknowns. The equality case uses `mul_eq_zero`: a vanishing product with $f\neq0$ forces $v+T=0$.

## An instance with whole numbers

Take $c=4$ and $p=3$, chosen for easy arithmetic and not as a physical speed of light. Then $T=\sqrt{256+144}-16=4$ and $K(v)=144/(32-v)$.

| $v$ | $K(v)$ | $K(v)-T$ | $v+T$ |
|---|---|---|---|
| $0$ | $4.5$ | $0.5$ | $4$ |
| $-4$ | $4$ | $0$ | $0$ |
| $-16$ | $3$ | $-1$ | $-12$ |

The error formula gives the same third column; for $v=-16$ it is $\tfrac{4}{48}\cdot(-12)=-1$. At $v=-4$ the exact energy is $E=0$, so neglecting $E$ changes nothing. Both equations then give $\chi=12/36=1/3$, and the normalised state is $(3,1)/\sqrt{10}$.
